# When subtracting the mean force increases the force error on an atom

For finitely many atoms, let the exact forces `F` sum to zero and let `G` be any computed forces, all vectors in three-dimensional Euclidean space. Drift removal subtracts the unweighted mean of the computed forces from the force on every atom. The theorem `atom_worse_iff` states that this strictly increases the norm of the error on atom `i` exactly when twice the inner product of its original error `G i - F i` with the mean error is less than the squared norm of the mean error. The attempt writes the new error as the original error minus the mean error, compares squared norms, expands a square and leaves both directions to `linarith`.

In Lean, a first try:

```lean
import Mathlib

open Finset

namespace AtomWorseIff

noncomputable section

/-- A force vector in three-dimensional Euclidean space. -/
abbrev Vec := EuclideanSpace ℝ (Fin 3)

variable {ι : Type*} [Fintype ι]

/-- The mean of a family of vectors, one per atom, for at least one atom. -/
def meanForce (G : ι → Vec) : Vec := (Fintype.card ι : ℝ)⁻¹ • ∑ i, G i

/-- Drift removal: the mean force is subtracted from the force on every atom,
for at least one atom. -/
def removeDrift (G : ι → Vec) (i : ι) : Vec := G i - meanForce G

/-- If the exact forces sum to zero, the mean computed force equals the mean force error. -/
theorem meanForce_eq_mean_error (F G : ι → Vec) (hF : ∑ i, F i = 0) :
    meanForce G = meanForce (fun i => G i - F i) := by
  simp only [meanForce, Finset.sum_sub_distrib, hF, sub_zero]

/-- If the exact forces sum to zero, drift removal subtracts the mean error from the error
of each atom. -/
theorem error_removeDrift (F G : ι → Vec) (hF : ∑ i, F i = 0) (i : ι) :
    removeDrift G i - F i = (G i - F i) - meanForce (fun k => G k - F k) := by
  rw [← meanForce_eq_mean_error F G hF, removeDrift]
  abel

/-- If the exact forces sum to zero, drift removal makes the force on atom `i` worse exactly when
twice the inner product of its error with the mean error is below the squared norm of the mean
error. -/
theorem atom_worse_iff (F G : ι → Vec) (hF : ∑ i, F i = 0) (i : ι) :
    ‖G i - F i‖ < ‖removeDrift G i - F i‖ ↔
      2 * inner ℝ (G i - F i) (meanForce (fun k => G k - F k)) <
        ‖meanForce (fun k => G k - F k)‖ ^ 2 := by
  rw [error_removeDrift F G hF i, ← sq_lt_sq₀ (norm_nonneg _) (norm_nonneg _), norm_sub_sq_real]
  constructor <;> intro h <;> linarith

end

end AtomWorseIff
```

Messages:

```
Main.lean:41:30: error: linarith failed to find a contradiction
case mp
ι : Type u_1
inst✝ : Fintype ι
F G : ι → Vec
hF : ∑ i, F i = 0
i : ι
h : ‖G i‖ ^ 2 - 2 * inner ℝ (G i) (F i) + ‖F i‖ ^ 2 < ‖G i - F i - meanForce fun k => G k - F k‖ ^ 2
a✝ : ‖meanForce fun k => G k - F k‖ ^ 2 ≤ 2 * inner ℝ (G i - F i) (meanForce fun k => G k - F k)
⊢ False
failed
Main.lean:41:30: error: linarith failed to find a contradiction
case mpr
ι : Type u_1
inst✝ : Fintype ι
F G : ι → Vec
hF : ∑ i, F i = 0
i : ι
h : 2 * inner ℝ (G i - F i) (meanForce fun k => G k - F k) < ‖meanForce fun k => G k - F k‖ ^ 2
a✝ : ‖G i - F i - meanForce fun k => G k - F k‖ ^ 2 ≤ ‖G i‖ ^ 2 - 2 * inner ℝ (G i) (F i) + ‖F i‖ ^ 2
⊢ False
failed
```

Diagnosis. The two messages report that `linarith` found no contradiction in either direction of the equivalence. The cause is the preceding rewrite. Given without arguments, `norm_sub_sq_real` matched `‖G i - F i‖ ^ 2` on the left of the inequality and expanded that into terms in `G i` and `F i`. The square on the right, of `G i - F i` minus the mean error, stayed unexpanded, as both messages show. `linarith` treats these norms and inner products as unrelated quantities, so it could not link the inequality to the inner product with the mean error.

The repair gives `norm_sub_sq_real` the arguments `G i - F i` and the mean error, so the rewrite expands the right-hand square instead. Now `‖G i - F i‖ ^ 2` appears on both sides and cancels, and what remains is the stated condition up to linear rearrangement, which `linarith` can prove in both directions. The line break in the `rw` list is mere tidying.

The change, after which it compiles:

```diff
@@ -38,5 +38,6 @@
       2 * inner ℝ (G i - F i) (meanForce (fun k => G k - F k)) <
         ‖meanForce (fun k => G k - F k)‖ ^ 2 := by
-  rw [error_removeDrift F G hF i, ← sq_lt_sq₀ (norm_nonneg _) (norm_nonneg _), norm_sub_sq_real]
+  rw [error_removeDrift F G hF i, ← sq_lt_sq₀ (norm_nonneg _) (norm_nonneg _),
+    norm_sub_sq_real (G i - F i) (meanForce (fun k => G k - F k))]
   constructor <;> intro h <;> linarith
 
```
